# The levels of a finite nearest-neighbour chain with and without its first site determine the chain, if all couplings are positive

## Can two different chains share both sets of levels?

Take one electron on two sites, each with one orbital, the orbitals being orthonormal. The site energies are $\varepsilon_0$ and $\varepsilon_1$, and the coupling is $t_0>0$. The two levels have sum $\varepsilon_0+\varepsilon_1$ and product $\varepsilon_0\varepsilon_1-t_0^2$, which is not enough for three unknowns. If I remove site 0, the one remaining level is $\varepsilon_1$. The sum then gives me $\varepsilon_0$, and the product gives $t_0^2$.

For $N$ sites the count still works: $N$ energies and $N-1$ couplings against $N$ levels and $N-1$ levels. But the equations are nonlinear, and a matching count doesn't exclude several solutions. Could two different longer chains have the same levels both before and after the first site is removed?

## The first site can be read off, and then the next

No. The two-site argument repeats along the chain, because the two spectra also fix the spectrum left after removing two sites.

Number the sites from 0, and let $t_i>0$ couple sites $i$ and $i+1$. For a chain of $n+2$ sites with Hamiltonian matrix $H$, let $p(x)=\det(x-H)$. Let $p'$ and $p''$ be the same determinants for the chain without site 0 and without sites 0 and 1; the primes are not derivatives. For an empty chain the determinant is 1.

The first row of $x-H$ is $(x-\varepsilon_0,\,-t_0,\,0,\dots,0)$. Expanding along it gives

$$p=(x-\varepsilon_0)\,p'-(-t_0)\,m ,$$

where $m$ is the minor without row 0 and column 1. The first column of that minor is $(-t_0,0,\dots,0)$, so $m=-t_0\,p''$ and

$$p=(x-\varepsilon_0)\,p'-t_0^2\,p''.$$

Let a second chain, marked by tildes, have $\tilde p=p$ and $\tilde p'=p'$. Subtracting the two recurrences gives

$$(\tilde\varepsilon_0-\varepsilon_0)\,p'=t_0^2\,p''-\tilde t_0^{\,2}\,\tilde p''.$$

Here $p'$ is monic of degree $n+1$, while $p''$ and $\tilde p''$ are monic of degree $n$.

- The coefficient of $x^{n+1}$ gives $\tilde\varepsilon_0=\varepsilon_0$, so the left side vanishes.
- The coefficient of $x^n$ gives $t_0^2=\tilde t_0^{\,2}$, and positivity gives $t_0=\tilde t_0$.
- Dividing by $t_0^2\neq0$ gives $p''=\tilde p''$.

The two shortened chains therefore share $p'$ and $p''$, which is the original situation with one site fewer. The descent ends at a single site, where $p=x-\varepsilon_0$ gives the energy.

The recurrence also shows that the full and the shortened chain have no level in common. If $p(E)=p'(E)=0$, then $t_0^2\,p''(E)=0$, so $p''(E)=0$. Repeating this reaches the empty chain, whose polynomial is 1 and has no zero.

## Three sites from five levels

Suppose the full chain has levels $-2,0,5$ and the shortened one has $-1,4$. Then

$$p=x^3-3x^2-10x,\qquad p'=x^2-3x-4 .$$

The sums of the levels are both 3, so $\varepsilon_0=0$. Next, $x\,p'-p=6x$ must equal $t_0^2\,p''$, which gives $t_0=\sqrt6$ and $p''=x$. For the remaining two sites, the sums 3 and 0 give $\varepsilon_1=3$. Then $(x-3)x-p'=4$ gives $t_1=2$, and $p''=x$ gives $\varepsilon_2=0$.

## Where uniqueness fails

With only the full spectrum, a two-site chain with unequal site energies can't be told from its mirror image.

With both spectra but $t_0=0$, site 0 is isolated. In a three-site chain one can then exchange $\varepsilon_1$ and $\varepsilon_2$ without changing either spectrum. Positivity therefore can't be relaxed to non-negativity.

## What the Lean statement says about the chain

`IsJacobi T` describes the one-electron Hamiltonian matrix of a finite chain with one real orbital per site, in an orthonormal basis. The matrix is symmetric (`symm`), has no entries beyond nearest neighbours (`far`), and has strictly positive neighbour entries (`pos`). The diagonal is free. In Lean, `T 0 0` is $\varepsilon_0$ and `T 0 1` is $t_0$. The small examples at the end of the code use `a`, `b`, `c` for site energies and `t` for a coupling.

Positive entries fix a sign convention. A tight-binding Hamiltonian with hopping terms $-t$, $t>0$, takes this form once the sign of every second basis state is reversed, which changes neither spectrum.

`dropFirst T` is the block on the remaining sites, and `charpoly` is $\det(X-T)$. For a real symmetric matrix, equal characteristic polynomials mean equal levels with equal multiplicities.

`two_spectra_determine_chain` then reads: if two chains of $n+1$ sites, $n\ge0$, have equal characteristic polynomials, and so do their blocks without site 0, the matrices are equal entry by entry. This is uniqueness only; it doesn't say which pairs of level lists belong to some chain.

For a real system, the nearest-neighbour model itself has to be justified, and so does the assumption that removing the end site leaves all other energies and couplings as they were. An actual vacancy may shift the energy of its neighbour.

For a finite, non-interacting chain, $p'(E)/p(E)$ is the Green's function at site 0. Its poles are the levels of the full chain, and its zeros are those of the chain without site 0. `no_common_level` says that none of them cancel. It proves disjointness, not interlacing; combined with Cauchy's interlacing inequalities, a separate textbook result, it makes the interlacing strict.

```lean
import Mathlib

open Polynomial

namespace TwoSpectraInverse

/-- A finite chain: a real symmetric tridiagonal matrix whose couplings between
neighbouring sites are strictly positive. -/
structure IsJacobi {n : ℕ} (T : Matrix (Fin n) (Fin n) ℝ) : Prop where
  symm : ∀ i j, T i j = T j i
  far : ∀ i j : Fin n, (i : ℕ) + 1 < j → T i j = 0
  pos : ∀ i j : Fin n, (i : ℕ) + 1 = j → 0 < T i j

/-- The block that remains when the first site is deleted. -/
def dropFirst {n : ℕ} (T : Matrix (Fin (n + 1)) (Fin (n + 1)) ℝ) :
    Matrix (Fin n) (Fin n) ℝ :=
  T.submatrix Fin.succ Fin.succ

/-- Deleting the first site of a chain leaves a chain. -/
theorem isJacobi_dropFirst {n : ℕ} {T : Matrix (Fin (n + 1)) (Fin (n + 1)) ℝ}
    (h : IsJacobi T) : IsJacobi (dropFirst T) where
  symm i j := h.symm i.succ j.succ
  far i j hij := h.far i.succ j.succ (by simp only [Fin.val_succ]; omega)
  pos i j hij := h.pos i.succ j.succ (by simp only [Fin.val_succ]; omega)

/-- If the first site couples only to itself and to the second site, the determinant
splits into the determinants of the blocks with one and with two sites removed. -/
theorem det_first_site {R : Type*} [CommRing R] {n : ℕ}
    (M : Matrix (Fin (n + 2)) (Fin (n + 2)) R)
    (hr : ∀ j : Fin n, M 0 j.succ.succ = 0) (hc : ∀ j : Fin n, M j.succ.succ 0 = 0) :
    M.det = M 0 0 * (M.submatrix Fin.succ Fin.succ).det
      - M 0 1 * M 1 0 *
        (M.submatrix (fun i : Fin n => i.succ.succ) (fun i : Fin n => i.succ.succ)).det := by
  -- the minor of the first coupling is expanded along its first column
  have hm : (M.submatrix Fin.succ (Fin.succ (0 : Fin (n + 1))).succAbove).det = M 1 0 *
      (M.submatrix (fun i : Fin n => i.succ.succ) (fun i : Fin n => i.succ.succ)).det := by
    have hc' : ∀ i : Fin n,
        (M.submatrix Fin.succ (Fin.succ (0 : Fin (n + 1))).succAbove) i.succ 0 = 0 := by
      intro i
      simpa using hc i
    have e : (M.submatrix Fin.succ (Fin.succ (0 : Fin (n + 1))).succAbove).submatrix
        (Fin.succAbove 0) Fin.succ =
        M.submatrix (fun i : Fin n => i.succ.succ) (fun i : Fin n => i.succ.succ) := by
      ext i j
      simp
    rw [Matrix.det_succ_column_zero, Fin.sum_univ_succ, e]
    simp only [hc', mul_zero, zero_mul, Finset.sum_const_zero, add_zero]
    simp
  rw [Matrix.det_succ_row_zero, Fin.sum_univ_succ, Fin.sum_univ_succ, hm]
  simp only [hr, mul_zero, zero_mul, Finset.sum_const_zero, add_zero, Fin.succAbove_zero,
    Fin.val_zero, Fin.succ_zero_eq_one, Fin.val_one]
  ring

/-- Three-term recurrence: the characteristic polynomial of a chain follows from those of
the chains with one and two sites removed, the first site energy and the first coupling. -/
theorem charpoly_recurrence {n : ℕ} {T : Matrix (Fin (n + 2)) (Fin (n + 2)) ℝ}
    (h : IsJacobi T) :
    T.charpoly = (X - C (T 0 0)) * (dropFirst T).charpoly
      - C (T 0 1 ^ 2) * (dropFirst (dropFirst T)).charpoly := by
  have h0 : ∀ j : Fin n, T 0 j.succ.succ = 0 := fun j =>
    h.far 0 _ (by simp only [Fin.val_succ, Fin.val_zero]; omega)
  have hr : ∀ j : Fin n, T.charmatrix 0 j.succ.succ = 0 := by
    intro j
    have hj : (0 : Fin (n + 2)) ≠ j.succ.succ := (Fin.succ_ne_zero _).symm
    rw [Matrix.charmatrix_apply, Matrix.diagonal_apply_ne _ hj, h0]
    simp
  have hc : ∀ j : Fin n, T.charmatrix j.succ.succ 0 = 0 := by
    intro j
    have hj : j.succ.succ ≠ (0 : Fin (n + 2)) := Fin.succ_ne_zero _
    rw [Matrix.charmatrix_apply, Matrix.diagonal_apply_ne _ hj, h.symm, h0]
    simp
  have e1 : T.charmatrix.submatrix Fin.succ Fin.succ = (dropFirst T).charmatrix := by
    refine Matrix.ext fun i j => ?_
    simp [dropFirst, Matrix.charmatrix_apply, Matrix.diagonal_apply]
  have e2 : T.charmatrix.submatrix (fun i : Fin n => i.succ.succ)
      (fun i : Fin n => i.succ.succ) = (dropFirst (dropFirst T)).charmatrix := by
    refine Matrix.ext fun i j => ?_
    simp [dropFirst, Matrix.charmatrix_apply, Matrix.diagonal_apply]
  have c00 : T.charmatrix 0 0 = X - C (T 0 0) := by simp
  have c01 : T.charmatrix 0 1 = -C (T 0 1) := by simp
  have c10 : T.charmatrix 1 0 = -C (T 0 1) := by simp [h.symm 1 0]
  unfold Matrix.charpoly
  rw [det_first_site T.charmatrix hr hc, e1, e2, c00, c01, c10, C_pow]
  ring

/-- The characteristic polynomial of a `k`-site matrix has coefficient one in degree `k`
and zero in degree `k + 1`. -/
theorem charpoly_top_coeff {k : ℕ} (M : Matrix (Fin k) (Fin k) ℝ) :
    M.charpoly.coeff k = 1 ∧ M.charpoly.coeff (k + 1) = 0 := by
  have hd : M.charpoly.natDegree = k := by
    rw [Matrix.charpoly_natDegree_eq_dim, Fintype.card_fin]
  constructor
  · have h1 := M.charpoly_monic.coeff_natDegree
    rwa [hd] at h1
  · exact coeff_eq_zero_of_natDegree_lt (by omega)

/-- One step of the reconstruction: if two chains share both spectra, they share the first
site energy, the first coupling and the spectrum left after deleting two sites. -/
theorem first_site_determined {n : ℕ} {T S : Matrix (Fin (n + 2)) (Fin (n + 2)) ℝ}
    (hT : IsJacobi T) (hS : IsJacobi S) (hfull : T.charpoly = S.charpoly)
    (hdrop : (dropFirst T).charpoly = (dropFirst S).charpoly) :
    T 0 0 = S 0 0 ∧ T 0 1 = S 0 1 ∧
      (dropFirst (dropFirst T)).charpoly = (dropFirst (dropFirst S)).charpoly := by
  have hbT : 0 < T 0 1 := hT.pos 0 1 (by simp)
  have hbS : 0 < S 0 1 := hS.pos 0 1 (by simp)
  have key : C (S 0 0 - T 0 0) * (dropFirst T).charpoly =
      C (T 0 1 ^ 2) * (dropFirst (dropFirst T)).charpoly
        - C (S 0 1 ^ 2) * (dropFirst (dropFirst S)).charpoly := by
    have rT := charpoly_recurrence hT
    have rS := charpoly_recurrence hS
    rw [← hdrop] at rS
    rw [C_sub]
    linear_combination hfull - rT + rS
  -- the leading coefficient fixes the site energy
  have ha : S 0 0 - T 0 0 = 0 := by
    have h1 := congrArg (fun p : ℝ[X] => p.coeff (n + 1)) key
    simp only [coeff_sub, coeff_C_mul, (charpoly_top_coeff (dropFirst T)).1,
      (charpoly_top_coeff (dropFirst (dropFirst T))).2,
      (charpoly_top_coeff (dropFirst (dropFirst S))).2] at h1
    linarith
  rw [ha, C_0, zero_mul] at key
  -- the next coefficient fixes the coupling
  have hb2 : T 0 1 ^ 2 = S 0 1 ^ 2 := by
    have h1 := congrArg (fun p : ℝ[X] => p.coeff n) key
    simp only [coeff_zero, coeff_sub, coeff_C_mul,
      (charpoly_top_coeff (dropFirst (dropFirst T))).1,
      (charpoly_top_coeff (dropFirst (dropFirst S))).1] at h1
    linarith
  refine ⟨by linarith, (sq_eq_sq₀ hbT.le hbS.le).mp hb2, ?_⟩
  rw [← hb2] at key
  have hne : (C (T 0 1 ^ 2) : ℝ[X]) ≠ 0 := C_ne_zero.mpr (pow_pos hbT 2).ne'
  exact mul_left_cancel₀ hne (sub_eq_zero.mp key.symm)

/-- Two spectra determine the chain: two real symmetric tridiagonal matrices with strictly
positive neighbour couplings are equal if they have the same characteristic polynomial and
so do their blocks with the first site deleted. -/
theorem two_spectra_determine_chain {n : ℕ} {T S : Matrix (Fin (n + 1)) (Fin (n + 1)) ℝ}
    (hT : IsJacobi T) (hS : IsJacobi S) (hfull : T.charpoly = S.charpoly)
    (hdrop : (dropFirst T).charpoly = (dropFirst S).charpoly) : T = S := by
  induction n with
  | zero =>
    have h00 : T 0 0 = S 0 0 := by
      simpa [Matrix.charpoly, Matrix.charmatrix_apply] using hfull
    ext i j
    obtain rfl : i = 0 := Fin.ext (by omega)
    obtain rfl : j = 0 := Fin.ext (by omega)
    exact h00
  | succ n ih =>
    obtain ⟨ha, hb, hrest⟩ := first_site_determined hT hS hfull hdrop
    have hd := ih (isJacobi_dropFirst hT) (isJacobi_dropFirst hS) hdrop hrest
    -- the first rows agree, and the rest is the shorter chain
    have hrow : ∀ j : Fin (n + 1), T 0 j.succ = S 0 j.succ := by
      intro j
      refine Fin.cases hb (fun k => ?_) j
      have hk : ((0 : Fin (n + 2)) : ℕ) + 1 < (k.succ.succ : Fin (n + 2)) := by
        simp only [Fin.val_succ, Fin.val_zero]; omega
      rw [hT.far _ _ hk, hS.far _ _ hk]
    refine Matrix.ext fun i j => ?_
    refine Fin.cases ?_ (fun i' => ?_) i
    · exact Fin.cases ha hrow j
    · refine Fin.cases ?_ (fun j' => ?_) j
      · rw [hT.symm, hS.symm]
        exact hrow i'
      · exact congrFun (congrFun hd i') j'

/-- A chain and the same chain without its first site have no energy level in common. -/
theorem no_common_level {n : ℕ} {T : Matrix (Fin (n + 1)) (Fin (n + 1)) ℝ}
    (h : IsJacobi T) (E : ℝ) :
    ¬ (T.charpoly.eval E = 0 ∧ (dropFirst T).charpoly.eval E = 0) := by
  induction n with
  | zero =>
    rintro ⟨-, h2⟩
    simp [Matrix.charpoly] at h2
  | succ n ih =>
    rintro ⟨h1, h2⟩
    have hb : 0 < T 0 1 := h.pos 0 1 (by simp)
    have r := congrArg (eval E) (charpoly_recurrence h)
    simp only [eval_sub, eval_mul, eval_C, eval_X] at r
    -- a common level would be passed on to the next shorter chain
    have h3 : T 0 1 ^ 2 * (dropFirst (dropFirst T)).charpoly.eval E = 0 := by
      linear_combination r - h1 + (E - T 0 0) * h2
    exact ih (isJacobi_dropFirst h)
      ⟨h2, (mul_eq_zero.mp h3).resolve_left (pow_pos hb 2).ne'⟩

/-- One spectrum is not enough: a two-site chain with different site energies and its mirror
image are different chains with the same characteristic polynomial. -/
theorem one_spectrum_insufficient {a b t : ℝ} (ht : 0 < t) (hab : a ≠ b) :
    IsJacobi !![a, t; t, b] ∧ IsJacobi !![b, t; t, a] ∧
      (!![a, t; t, b]).charpoly = (!![b, t; t, a]).charpoly ∧
      !![a, t; t, b] ≠ !![b, t; t, a] := by
  have hJ : ∀ x y : ℝ, IsJacobi !![x, t; t, y] := by
    intro x y
    refine ⟨?_, ?_, ?_⟩
    · intro i j
      fin_cases i <;> fin_cases j <;> simp
    · intro i j hij
      have hj := j.isLt
      omega
    · intro i j hij
      fin_cases i <;> fin_cases j <;> simp_all
  refine ⟨hJ a b, hJ b a, ?_, fun h => hab (by simpa using congrFun (congrFun h 0) 0)⟩
  simp [Matrix.charpoly, Matrix.det_fin_two]
  ring

/-- A zero coupling can spoil uniqueness: if the first coupling of a three-site chain vanishes,
exchanging two different energies on the other sites changes the matrix but neither of the two
characteristic polynomials. -/
theorem cut_chain_not_determined {a b c t : ℝ} (hbc : b ≠ c) :
    (!![a, 0, 0; 0, b, t; 0, t, c]).charpoly = (!![a, 0, 0; 0, c, t; 0, t, b]).charpoly ∧
      (dropFirst !![a, 0, 0; 0, b, t; 0, t, c]).charpoly =
        (dropFirst !![a, 0, 0; 0, c, t; 0, t, b]).charpoly ∧
      !![a, 0, 0; 0, b, t; 0, t, c] ≠ !![a, 0, 0; 0, c, t; 0, t, b] := by
  refine ⟨?_, ?_, fun h => hbc (by simpa using congrFun (congrFun h 1) 1)⟩
  · simp [Matrix.charpoly, Matrix.diagonal_apply, Matrix.det_fin_three]
    ring
  · simp [dropFirst, Matrix.charpoly, Matrix.charmatrix_apply, Matrix.diagonal_apply,
      Matrix.det_fin_two]
    ring

end TwoSpectraInverse
```

```lean
#print axioms TwoSpectraInverse.two_spectra_determine_chain
#print axioms TwoSpectraInverse.no_common_level
#print axioms TwoSpectraInverse.one_spectrum_insufficient
#print axioms TwoSpectraInverse.cut_chain_not_determined
```

```
'TwoSpectraInverse.two_spectra_determine_chain' depends on axioms: [propext, Classical.choice, Quot.sound]
'TwoSpectraInverse.no_common_level' depends on axioms: [propext, Classical.choice, Quot.sound]
'TwoSpectraInverse.one_spectrum_insufficient' depends on axioms: [propext, Classical.choice, Quot.sound]
'TwoSpectraInverse.cut_chain_not_determined' depends on axioms: [propext, Classical.choice, Quot.sound]
```

## From the determinant to the whole matrix

`det_first_site` is the double expansion: first along row 0, then along the first column of the remaining minor. It is stated over any commutative ring because the entries of $X-T$ are polynomials. `charpoly_recurrence` applies it to that matrix, after checking that its blocks belong to the shortened chains.

`charpoly_top_coeff` supplies the two facts about degrees: for a $k$-site matrix the coefficient of $x^k$ is 1 and that of $x^{k+1}$ is 0.

`first_site_determined` is the reconstruction step. Its equation `key` is the subtracted recurrence, obtained by `linear_combination`. Comparing coefficients in degrees `n + 1` and `n` gives `ha` for the site energy and `hb2` for the squared coupling. Positivity then removes the square, and `mul_left_cancel₀` cancels the non-zero factor $t_0^2$.

The main theorem is an induction on the length. The induction hypothesis, applied to the shortened chains, makes those blocks equal. The remaining first row agrees by `ha`, by `hb` and by the zeros from `far`; symmetry gives the first column. `Fin.cases` performs this split into site 0 and the rest.

`no_common_level` follows the same descent, evaluating the recurrence at $E$ and passing a supposed common zero to the next shorter chain. The two counter-examples, `one_spectrum_insufficient` and `cut_chain_not_determined`, compute the small determinants directly and tell the matrices apart by one diagonal entry.
